# PAW splitting of the exchange integral on a one-dimensional grid with compensated charges

Put charges $1,-2,1$ at the positions $-1,0,1$ and let charges interact through $-|x-y|$: at any $s\ge 1$ their potential is $-(s+1)+2s-(s-1)=0$, and by symmetry it also vanishes for $s\le -1$. This triple has zero charge and zero dipole, so it does not interact with anything outside $[-1,1]$. In a one-dimensional model of the projector augmented-wave (PAW) method, this is what lets an exchange integral split into a smooth part and on-site corrections.

```lean
import Mathlib

open scoped ComplexConjugate

namespace PAWGridExchange

noncomputable section

variable {ι : Type*} [Fintype ι]

/-- Potential at position `s` of the grid density `n`, for the one-dimensional
Coulomb kernel `-|s - y|`. -/
def potential (x : ι → ℝ) (n : ι → ℂ) (s : ℝ) : ℂ :=
  ∑ j, ((-|s - x j| : ℝ) : ℂ) * n j

/-- Coulomb form `(n, m)` of two complex pair densities on the grid `x`. -/
def coulomb (x : ι → ℝ) (n m : ι → ℂ) : ℂ :=
  ∑ i, conj (n i) * potential x m (x i)

/-- Total charge of a grid density. -/
def charge (n : ι → ℂ) : ℂ := ∑ j, n j

/-- Dipole moment of a grid density about the origin. -/
def dipole (x : ι → ℝ) (n : ι → ℂ) : ℂ := ∑ j, (x j : ℂ) * n j

/-- The density `d` lives in the augmentation interval `[-R, R]` and has neither
charge nor dipole. -/
structure Compensated (x : ι → ℝ) (R : ℝ) (d : ι → ℂ) : Prop where
  inside : ∀ i, R < |x i| → d i = 0
  charge_zero : charge d = 0
  dipole_zero : dipole x d = 0

/-- To the right of the augmentation interval, the potential of an enclosed density
is its dipole minus position times charge. -/
theorem potential_right {x : ι → ℝ} {R s : ℝ} {d : ι → ℂ}
    (hd : ∀ i, R < |x i| → d i = 0) (hs : R ≤ s) :
    potential x d s = dipole x d - s * charge d := by
  unfold potential dipole charge
  rw [Finset.mul_sum, ← Finset.sum_sub_distrib]
  refine Finset.sum_congr rfl fun j _ => ?_
  by_cases h : R < |x j|
  · simp [hd j h]
  · have hj : 0 ≤ s - x j := by linarith [le_abs_self (x j), not_lt.mp h]
    rw [abs_of_nonneg hj]
    push_cast
    ring

/-- To the left of the augmentation interval, the potential of an enclosed density
is position times charge minus its dipole. -/
theorem potential_left {x : ι → ℝ} {R s : ℝ} {d : ι → ℂ}
    (hd : ∀ i, R < |x i| → d i = 0) (hs : s ≤ -R) :
    potential x d s = s * charge d - dipole x d := by
  unfold potential dipole charge
  rw [Finset.mul_sum, ← Finset.sum_sub_distrib]
  refine Finset.sum_congr rfl fun j _ => ?_
  by_cases h : R < |x j|
  · simp [hd j h]
  · have hj : s - x j ≤ 0 := by linarith [neg_abs_le (x j), not_lt.mp h]
    rw [abs_of_nonpos hj]
    push_cast
    ring

/-- The potential of an enclosed density vanishes everywhere outside the augmentation
interval exactly when its charge and dipole are zero. -/
theorem exterior_potential_zero_iff {x : ι → ℝ} {R : ℝ} {d : ι → ℂ}
    (hd : ∀ i, R < |x i| → d i = 0) :
    (∀ s : ℝ, R ≤ |s| → potential x d s = 0) ↔ charge d = 0 ∧ dipole x d = 0 := by
  constructor
  · intro h
    -- compare two neighbouring points on the right
    have h1 := h |R| (by rw [abs_abs]; exact le_abs_self R)
    have h2 := h (|R| + 1) (by linarith [le_abs_self R, le_abs_self (|R| + 1)])
    rw [potential_right hd (le_abs_self R)] at h1
    rw [potential_right hd (by linarith [le_abs_self R])] at h2
    push_cast at h2
    have hq : charge d = 0 := by linear_combination h1 - h2
    refine ⟨hq, ?_⟩
    rw [hq] at h1
    linear_combination h1
  · rintro ⟨hq, hp⟩ s hs
    rcases le_abs.mp hs with h | h
    · rw [potential_right hd h, hq, hp]
      ring
    · rw [potential_left hd (by linarith), hq, hp]
      ring

/-- Exchanging the two densities conjugates the Coulomb form. -/
theorem coulomb_conj (x : ι → ℝ) (n m : ι → ℂ) :
    conj (coulomb x n m) = coulomb x m n := by
  simp only [coulomb, potential, map_sum, map_mul, Complex.conj_conj,
    Complex.conj_ofReal, Finset.mul_sum]
  rw [Finset.sum_comm]
  refine Finset.sum_congr rfl fun i _ => Finset.sum_congr rfl fun j _ => ?_
  rw [abs_sub_comm (x i) (x j)]
  ring

/-- A compensated density does not interact with a density that vanishes in the
augmentation interval. -/
theorem coulomb_exterior_compensated {x : ι → ℝ} {R : ℝ} {e d : ι → ℂ}
    (he : ∀ i, |x i| ≤ R → e i = 0) (hd : Compensated x R d) :
    coulomb x e d = 0 := by
  refine Finset.sum_eq_zero fun i _ => ?_
  by_cases h : |x i| ≤ R
  · simp [he i h]
  · rw [(exterior_potential_zero_iff hd.inside).mpr ⟨hd.charge_zero, hd.dipole_zero⟩
      (x i) (not_le.mp h).le, mul_zero]

/-- PAW splitting of the exchange integral: if `S`, `S'` agree with `T`, `T'` inside the
augmentation interval and `n1 - T`, `m1 - T'` are compensated, the Coulomb form of the full
densities `S + n1 - T` and `S' + m1 - T'` is the smooth term plus the on-site term minus the smooth
on-site term. -/
theorem paw_exchange {x : ι → ℝ} {R : ℝ} {S T n1 S' T' m1 : ι → ℂ}
    (hS : ∀ i, |x i| ≤ R → S i = T i) (hS' : ∀ i, |x i| ≤ R → S' i = T' i)
    (hn : Compensated x R (n1 - T)) (hm : Compensated x R (m1 - T')) :
    coulomb x (S + n1 - T) (S' + m1 - T') =
      coulomb x S S' + coulomb x n1 m1 - coulomb x T T' := by
  -- the two cross terms between exterior and compensated densities vanish
  have h1 : coulomb x (S - T) (m1 - T') = 0 :=
    coulomb_exterior_compensated (fun i hi => sub_eq_zero.mpr (hS i hi)) hm
  have h2 : coulomb x (n1 - T) (S' - T') = 0 := by
    have h3 : coulomb x (S' - T') (n1 - T) = 0 :=
      coulomb_exterior_compensated (fun i hi => sub_eq_zero.mpr (hS' i hi)) hn
    rw [← coulomb_conj, h3, map_zero]
  simp only [coulomb, potential, Pi.add_apply, Pi.sub_apply, map_add, map_sub, mul_add,
    mul_sub, add_mul, sub_mul, Finset.sum_add_distrib, Finset.sum_sub_distrib] at h1 h2 ⊢
  linear_combination h1 + h2

/-- Suppose `m1 - T'` vanishes outside the augmentation interval and the grid has exterior points at
two different positions. If the splitting with `n1 = T` and `S' = T'` holds for all `S`, `T` that
agree inside, then `m1 - T'` has zero charge and dipole. -/
theorem compensation_necessary {x : ι → ℝ} {R : ℝ} {T' m1 : ι → ℂ}
    (hd : ∀ i, R < |x i| → (m1 - T') i = 0)
    {a b : ι} (ha : R < |x a|) (hb : R < |x b|) (hab : x a ≠ x b)
    (h : ∀ S T : ι → ℂ, (∀ i, |x i| ≤ R → S i = T i) →
      coulomb x S m1 = coulomb x S T' + coulomb x T m1 - coulomb x T T') :
    charge (m1 - T') = 0 ∧ dipole x (m1 - T') = 0 := by
  classical
  have key : ∀ k, R < |x k| →
      (x k : ℂ) * charge (m1 - T') - dipole x (m1 - T') = 0 := by
    intro k hk
    -- probe the potential with a unit charge at the exterior point
    have hs : ∀ m, coulomb x (Pi.single k 1) m = potential x m (x k) := by
      intro m
      unfold coulomb
      rw [Finset.sum_eq_single k]
      · simp
      · intro c _ hc
        simp [Pi.single_eq_of_ne hc]
      · simp
    have h0 : ∀ m, coulomb x 0 m = 0 := by
      intro m
      simp [coulomb]
    have hp := h (Pi.single k 1) 0 (fun i hi =>
      Pi.single_eq_of_ne (fun e => by subst e; linarith) _)
    rw [hs, hs, h0, h0] at hp
    have hv : potential x (m1 - T') (x k) = 0 := by
      have hsub : potential x (m1 - T') (x k)
          = potential x m1 (x k) - potential x T' (x k) := by
        simp only [potential, Pi.sub_apply, mul_sub, Finset.sum_sub_distrib]
      rw [hsub]
      linear_combination hp
    rcases lt_abs.mp hk with h' | h'
    · rw [potential_right hd h'.le] at hv
      linear_combination -hv
    · rw [potential_left hd (by linarith)] at hv
      exact hv
  have hne : (x a : ℂ) - x b ≠ 0 := sub_ne_zero.mpr (by exact_mod_cast hab)
  have hq : charge (m1 - T') = 0 := by
    refine (mul_eq_zero.mp ?_).resolve_left hne
    linear_combination key a ha - key b hb
  refine ⟨hq, ?_⟩
  have hka := key a ha
  rw [hq] at hka
  linear_combination -hka

/-- On the grid `-2, -1, 0, 1, 2` with `R = 1`, the smooth density `(3, 1, 1, 1, 2)` agrees inside
with its on-site copy `(0, 1, 1, 1, 0)`, and the on-site density `(0, 2, -1, 2, 0)` minus that copy
is compensated. -/
theorem paw_exchange_witness :
    Compensated ![-2, -1, 0, 1, 2] 1 (![0, 2, -1, 2, 0] - ![0, 1, 1, 1, 0]) ∧
    ∀ i, |(![-2, -1, 0, 1, 2] : Fin 5 → ℝ) i| ≤ 1 →
      (![3, 1, 1, 1, 2] : Fin 5 → ℂ) i = (![0, 1, 1, 1, 0] : Fin 5 → ℂ) i := by
  refine ⟨⟨?_, ?_, ?_⟩, ?_⟩
  · intro i
    fin_cases i <;> norm_num
  · norm_num [charge, Fin.sum_univ_succ]
  · norm_num [dipole, Fin.sum_univ_succ]
  · intro i
    fin_cases i <;> norm_num

end

end PAWGridExchange
```

```lean
#print axioms PAWGridExchange.paw_exchange
#print axioms PAWGridExchange.compensation_necessary
```

```
'PAWGridExchange.paw_exchange' depends on axioms: [propext, Classical.choice, Quot.sound]
'PAWGridExchange.compensation_necessary' depends on axioms: [propext, Classical.choice, Quot.sound]
```

## Densities, kernel and compensation

The grid `x : ι → ℝ` assigns positions $x_i$ to finitely many points, in any order and with any spacing. A density assigns a complex number to each point, as a product of two orbitals would; quadrature weights are taken to be absorbed in these values. The potential and the Coulomb form are

$$\phi_m(s)=-\sum_j |s-x_j|\,m_j,\qquad (n,m)=\sum_i \overline{n_i}\,\phi_m(x_i).$$

The form is conjugate-linear in its first argument. For two orbitals $\psi_1,\psi_2$ with pair density $n=\overline{\psi_1}\,\psi_2$, the exchange integral is $(n,n)$. The kernel $-|x-y|$ is the one-dimensional Coulomb interaction up to a constant factor.

In `paw_exchange`, $S$ is the smooth density, $T$ its on-site copy and $n_1$ the true on-site density. $S$ and $T$ are to be read as already containing the compensation charge. Two conditions are assumed:

- $S=T$ at grid points with $|x_i|\le R$;
- $n_1-T$ is `Compensated`: it vanishes where $|x_i|>R$, and its charge and dipole are zero.

The full density $n=S+n_1-T$ therefore equals $n_1$ inside the interval and $S$ outside. With the same conditions on $S',T',m_1$ and with $m=S'+m_1-T'$, the theorem states

$$(n,m)=(S,S')+(n_1,m_1)-(T,T').$$

For exact exchange in this one-dimensional, one-centre model, the smooth and on-site integrals can thus be evaluated separately without error, provided both conditions hold exactly. With a finite set of partial waves, $S=T$ inside the interval is in general only approximate. In three dimensions, charge and dipole alone would not suffice, since higher multipoles also produce exterior fields.

## Why the exterior potential vanishes

Let $d$ vanish outside $[-R,R]$, with charge $q=\sum_j d_j$ and dipole $p=\sum_j x_jd_j$. If $s\ge R$, every contributing point has $s-x_j\ge0$, so the absolute value opens with one sign:

$$\phi_d(s)=-\sum_j(s-x_j)d_j=p-sq.$$

For $s\le -R$ the sign reverses and $\phi_d(s)=sq-p$. These are `potential_right` and `potential_left`; their proofs compare the sums term by term, separating points outside the interval, where $d_j=0$, from those inside.

If $q=p=0$, the exterior potential is zero. Conversely, if it vanishes at $|R|$ and $|R|+1$, subtracting the two equations gives $q=0$, and then $p=0$. This is `exterior_potential_zero_iff`.

## The two cross terms

Write $e=S-T$, $d=n_1-T$, $e'=S'-T'$ and $d'=m_1-T'$. Then $n=T+e+d$, $S=T+e$ and $n_1=T+d$, and likewise for the primed densities. Expanding gives

$$(n,m)-(S,S')-(n_1,m_1)+(T,T')=(e,d')+(d,e').$$

In $(e,d')=\sum_i\overline{e_i}\,\phi_{d'}(x_i)$, the first factor vanishes inside and the second outside, so every term is zero (`coulomb_exterior_compensated`). The same argument gives $(e',d)=0$, and `coulomb_conj` turns this into $(d,e')=0$. In the Lean proof these are `h1` and `h2`; `simp only` expands the forms, and `linear_combination h1 + h2` closes the identity.

## When compensation is missing

Take grid points $-1,1,2$ and $R=1$. Let $m_1=(-1,1,0)$, which has charge $0$ but dipole $2$, let $S=(0,0,1)$, and set $T,n_1,S',T'$ to zero. The left side is $(S,m_1)=\phi_{m_1}(2)=3-1=2$, while the right side is $0$.

`compensation_necessary` makes this general for an enclosed $d'$ and a grid with exterior points at two distinct positions $x_a\ne x_b$. It assumes the splitting for all $S,T$ that agree inside, with $n_1=T$ and $S'=T'$. Choosing $T=0$ and $S$ a unit charge at an exterior point $x_k$ gives $\phi_{d'}(x_k)=0$, hence $x_kq'-p'=0$, where $q'$ and $p'$ are the charge and dipole of $d'$. Subtracting the equations at $x_a$ and $x_b$ gives $q'=0$, then $p'=0$.

`paw_exchange_witness` gives non-zero densities $S,T,n_1$ that satisfy the hypotheses of `paw_exchange`, with the primed densities taken equal to the unprimed ones. The difference $n_1-T$ is the opening triple, padded with zeros.

The same reasoning extends to two atoms, although the theorems above treat only one: compensated densities in disjoint intervals do not interact, because a shift of origin leaves the dipole of a neutral density unchanged.
